# sin x − x cos x, which is x² times the free p-wave radial function j₁(x), is positive at x = 4.49 and negative at x = 4.50

The declaration `amplitude_signs` states that the real function sin x − x cos x is positive at x = 4.49 and negative at x = 4.50. In physics, for x = kr > 0, this function is x² times the spherical Bessel function j₁(x), the regular radial function of a free particle with angular momentum ℓ = 1; the file itself works only with the real function, without a Hamiltonian or a normalised state. The attempt writes each point as 3π/2 − d with d small and positive, where the function becomes (3π/2 − d) sin d − cos d. It then bounds d by decimal bounds on π, bounds sin d and cos d by polynomials in d, and leaves the final inequality to `linarith`.

The first attempt, which Lean rejects:

```lean
import Mathlib

open Real Filter Topology Set

namespace AmplitudeSigns

noncomputable section

/-- The function `sin x - x cos x`. -/
def amplitude (x : ℝ) : ℝ := sin x - x * cos x

/-- The amplitude at a distance `d` below `3π/2`, in terms of `sin d` and `cos d`. -/
theorem amplitude_reflect (d : ℝ) :
    amplitude (3 * π / 2 - d) = (3 * π / 2 - d) * sin d - cos d := by
  have e : 3 * π / 2 - d = π / 2 - d + π := by ring
  unfold amplitude
  rw [e, Real.sin_add_pi, Real.cos_add_pi, Real.sin_pi_div_two_sub, Real.cos_pi_div_two_sub]
  ring

/-- The amplitude is positive at `4.49` and negative at `4.50`. -/
theorem amplitude_signs : 0 < amplitude 4.49 ∧ amplitude 4.50 < 0 := by
  have hl := Real.pi_gt_d4
  have hu := Real.pi_lt_d4
  constructor
  · obtain ⟨d, hd⟩ : ∃ d, d = 3 * π / 2 - 4.49 := ⟨_, rfl⟩
    have e : 3 * π / 2 - d = 4.49 := by linarith
    have h1 : 0.22225 < d := by linarith
    have h2 : d < 0.2224 := by linarith
    have h0 : 0 < d := by linarith
    have hab : |d| ≤ 1 := abs_le.mpr ⟨by linarith, by linarith⟩
    have hs := (abs_le.mp (Real.sin_bound hab)).1
    have hc := (abs_le.mp (Real.cos_bound hab)).2
    rw [abs_of_pos h0] at hs hc
    have p2 := pow_le_pow_left₀ (by norm_num) h1.le 2
    have p3 := pow_le_pow_left₀ h0.le h2.le 3
    have p4 := pow_le_pow_left₀ h0.le h2.le 4
    have h := amplitude_reflect d
    rw [e] at h
    rw [h]
    norm_num at p2 p3 p4 ⊢
    linarith
  · obtain ⟨d, hd⟩ : ∃ d, d = 3 * π / 2 - 4.50 := ⟨_, rfl⟩
    have e : 3 * π / 2 - d = 4.50 := by linarith
    have h2 : d < 0.2124 := by linarith
    have h0 : 0 < d := by linarith
    have hs := Real.sin_lt h0
    have hc := Real.one_sub_sq_div_two_le_cos (x := d)
    have p2 := pow_le_pow_left₀ h0.le h2.le 2
    have h := amplitude_reflect d
    rw [e] at h
    rw [h]
    norm_num at p2 ⊢
    linarith

end

end AmplitudeSigns
```

Lean reports:

```
Main.lean:41:4: error: linarith failed to find a contradiction
case left
hl : 3.1415 < π
hu : π < 3.1416
d : ℝ
hd : d = 3 * π / 2 - 4.49
e : 3 * π / 2 - d = 4.49
h1 : 0.22225 < d
h2 : d < 0.2224
h0 : 0 < d
hab : |d| ≤ 1
hs : -(d ^ 5 / 100) ≤ sin d - (d - d ^ 3 / 6)
hc : cos d - (1 - d ^ 2 / 2) ≤ d ^ 4 * (5 / 96)
h : amplitude 4.49 = 4.49 * sin d - cos d
p2 : 790321 / 16000000 ≤ d ^ 2
p3 : d ^ 3 ≤ 2685619 / 244140625
p4 : d ^ 4 ≤ 373301041 / 152587890625
a✝ : 449 / 100 * sin d ≤ cos d
⊢ False
failed
```

Cause. The error is in the first half, at 4.49. There `linarith` has assumed the opposite of the goal, `449 / 100 * sin d ≤ cos d`, and cannot derive a contradiction.

To refute it, `linarith` needs a numerical lower bound on `sin d`. The hypothesis `hs`, which comes from `Real.sin_bound`, says that `sin d` is at least `d - d ^ 3 / 6 - d ^ 5 / 100`. The context bounds `d ^ 3` from above by `p3`, but has no upper bound on `d ^ 5`. The bound `p4` on `d ^ 4` serves the cosine estimate `hc` and does not help here, because `linarith` treats the different powers of `d` as unrelated quantities. As far as it can tell, `d ^ 5` could be large and the lower bound on `sin d` useless.

The repair adds `p5`, which bounds `d ^ 5` by `0.2224 ^ 5`, and includes it in the `norm_num` call so that this power is evaluated as a number. The error term in `hs` is then known to be tiny, and the linear estimates suffice.

The mended proof, as a diff:

```diff
@@ -35,8 +35,9 @@
     have p3 := pow_le_pow_left₀ h0.le h2.le 3
     have p4 := pow_le_pow_left₀ h0.le h2.le 4
+    have p5 := pow_le_pow_left₀ h0.le h2.le 5
     have h := amplitude_reflect d
     rw [e] at h
     rw [h]
-    norm_num at p2 p3 p4 ⊢
+    norm_num at p2 p3 p4 p5 ⊢
     linarith
   · obtain ⟨d, hd⟩ : ∃ d, d = 3 * π / 2 - 4.50 := ⟨_, rfl⟩
```
